# Pure dephasing by a cubic super-Ohmic bath with exponential cutoff saturates at every positive temperature

**A:** For $T,W>0$, put $g(w)=w\,e^{-w/W}\coth(w/2T)$ on $w>0$. Then $g$ is integrable, and

$$\int_0^\infty g(w)\,(1-\cos wt)\,dw\;\longrightarrow\;\int_0^\infty g(w)\,dw\qquad(t\to\infty).$$

In units with $\hbar=k_B=1$, and with numerical factors absorbed into the spectral density $w^3e^{-w/W}$, the left side is the decoherence function of a qubit that is purely dephased by linear coupling to a harmonic bath, initially thermal at temperature $T$ and uncorrelated with the qubit. If the off-diagonal element of the qubit's density matrix is nonzero at the start, its magnitude therefore levels off at a nonzero value.

**Q:** The thermal factor diverges at low frequency. Why is the integral finite?

**A:** Because $\coth x$ diverges only like $1/x$. For $x>0$ we have $\sinh x\ge x$ and $\cosh x=\sinh x+e^{-x}\le\sinh x+1$, so $\coth x\le 1+1/x$. With $x=w/2T$,

$$0<g(w)\le (w+2T)\,e^{-w/W},\qquad \int_0^\infty g(w)\,dw\le W^2+2TW.$$

**Q:** And the oscillating part?

**A:** Since $g$ is integrable, we may split the integral into $\int g\,dw-\int g\cos(wt)\,dw$. Given $\varepsilon>0$, choose a step function $h$, nonzero on finitely many bounded intervals, with $\int|g-h|\,dw<\varepsilon$. Each step contributes a multiple of

$$\int_a^b\cos(wt)\,dw=\frac{\sin bt-\sin at}{t}\to0.$$

Replacing $g$ by $h$ costs at most $\varepsilon$, so the cosine integral vanishes as $t\to\infty$.

**Q:** Is the exponent three special?

**A:** No. For $J(w)=w^se^{-w/W}$ with real $s$, the weight is $w^{s-2}e^{-w/W}\coth(w/2T)$, and the same bound gives

$$w^{s-2}e^{-w/W}+2T\,w^{s-3}e^{-w/W},$$

which is integrable for $s>2$. Conversely, $e^{-x}\sinh x=(1-e^{-2x})/2\le x\le x\cosh x$ gives $\coth x\ge e^{-x}/x$. On $0<w<1$ the weight is then at least $2T\,e^{-1/W-1/(2T)}\,w^{s-3}$, so integrability forces $s>2$.

**Q:** Now the Lean version. Where is the spin-boson Hamiltonian?

**A:** It does not appear. The file starts from the known decoherence formula for a coupling that commutes with the qubit Hamiltonian, with the bath initially thermal and uncorrelated with the qubit. That formula is a definition here, not a theorem.

```lean
import Mathlib

open MeasureTheory Filter Topology Set

namespace SuperOhmicDephasing

noncomputable section
```

The spectral density has unit coupling strength; its normalisation absorbs the numerical factors that differ between conventions. The cutoff $W$ sets the scale of the exponential suppression at high frequency; it is not a sharp edge, and for $s=3$ the density peaks at $w=3W$.

```lean
/-- Bath spectral density `w ^ s * exp (-w / W)` with exponent `s` and cutoff frequency `W`. -/
def spectralDensity (s W w : ℝ) : ℝ := w ^ s * Real.exp (-w / W)
```

The thermal factor is $\coth(w/2T)$, written as a quotient, with $\hbar=k_B=1$.

```lean
/-- Thermal factor `coth (w / (2 T))` of a bath mode of frequency `w` at temperature `T`,
in units where the Planck and Boltzmann constants are one. -/
def thermalFactor (T w : ℝ) : ℝ := Real.cosh (w / (2 * T)) / Real.sinh (w / (2 * T))
```

The weight is $J(w)/w^2$ times that factor.

```lean
/-- Weight with which the bath modes of frequency `w` contribute to pure dephasing. -/
def dephasingWeight (s W T w : ℝ) : ℝ := spectralDensity s W w / w ^ 2 * thermalFactor T w
```

The decoherence function integrates over `Ioi 0`, the open half-line $w>0$: a continuum of modes.

```lean
/-- Decoherence function of the pure-dephasing spin-boson model at time `t`. -/
def decoherence (s W T t : ℝ) : ℝ :=
  ∫ w in Ioi (0 : ℝ), dephasingWeight s W T w * (1 - Real.cos (w * t))
```

Finally, `coherence` is the magnitude of the off-diagonal density-matrix element relative to its initial value. The phase of that element is left out.

```lean
/-- Relative size of the off-diagonal density-matrix element of the spin at time `t`. -/
def coherence (s W T t : ℝ) : ℝ := Real.exp (-decoherence s W T t)
```

**Q:** Does the theorem really say "finite"? A proof assistant may assign a value to a divergent integral.

**A:** Lean does give a non-integrable function the integral zero, which is why `cubic_dephasing_saturates` states integrability as a separate conclusion, `IntegrableOn`. Its second conclusion, `Tendsto … atTop`, is the limit as real $t\to+\infty$. The only hypotheses are `0 < W` and `0 < T`, and the integrand is written out explicitly.

**Q:** What does it leave out?

**A:** Energy exchange with the bath, other cutoff shapes, and any rate of approach to the plateau. For $s\le2$ the file shows that the weight is not integrable, but makes no statement about the long-time decoherence function.

**Q:** Then take me through the proof.

**A:** It begins with the two bounds on $\coth$. Lean clears the denominators and combines the same elementary inequalities with `linarith`.

```lean
/-- The hyperbolic cotangent of `x > 0` lies between `exp (-x) / x` and `1 + 1 / x`. -/
theorem coth_bounds {x : ℝ} (hx : 0 < x) :
    Real.exp (-x) / x ≤ Real.cosh x / Real.sinh x ∧
      Real.cosh x / Real.sinh x ≤ 1 + 1 / x := by
  have hs : 0 < Real.sinh x := Real.sinh_pos_iff.2 hx
  have hxs : x ≤ Real.sinh x := Real.self_le_sinh_iff.2 hx.le
  constructor
  · rw [div_le_div_iff₀ hx hs]
    have h1 : Real.exp (-x) * Real.exp x = 1 := by
      rw [← Real.exp_add, neg_add_cancel, Real.exp_zero]
    have h2 : Real.exp (-x) * Real.exp (-x) = Real.exp (-2 * x) := by
      rw [← Real.exp_add]
      congr 1
      ring
    have h3 : Real.exp (-x) * Real.sinh x = (1 - Real.exp (-2 * x)) / 2 := by
      rw [Real.sinh_eq]
      linear_combination h1 / 2 - h2 / 2
    have h4 := Real.add_one_le_exp (-2 * x)
    have h5 : x ≤ Real.cosh x * x := le_mul_of_one_le_left hx.le (Real.one_le_cosh x)
    linarith
  · rw [div_le_iff₀ hs]
    have h1 : 1 ≤ 1 / x * Real.sinh x := by
      rw [one_div_mul_eq_div]
      exact (one_le_div hx).2 hxs
    have h2 := Real.cosh_sub_sinh x
    have h3 : Real.exp (-x) ≤ 1 := Real.exp_le_one_iff.2 (by linarith)
    linarith
```

Next, $w^s/w^2$ becomes $w^{s-2}$ at positive frequency.

```lean
/-- At positive frequency the dephasing weight is `w ^ (s - 2) * exp (-w / W)` times the
thermal factor. -/
theorem dephasingWeight_eq (s W T : ℝ) {w : ℝ} (hw : 0 < w) :
    dephasingWeight s W T w = w ^ (s - 2) * Real.exp (-w / W) * thermalFactor T w := by
  unfold dephasingWeight spectralDensity
  rw [Real.rpow_sub hw, Real.rpow_two]
  ring
```

Positivity of the weight is needed for the comparison of integrals and, later, for the strict bound on the coherence.

```lean
/-- At positive temperature every mode of positive frequency has a positive dephasing weight. -/
theorem dephasingWeight_pos (s W : ℝ) {T w : ℝ} (hT : 0 < T) (hw : 0 < w) :
    0 < dephasingWeight s W T w := by
  unfold dephasingWeight spectralDensity thermalFactor
  exact mul_pos (by positivity)
    (div_pos (Real.cosh_pos _) (Real.sinh_pos_iff.2 (by positivity)))
```

The integrability criterion has two halves. In the first, the lower bound on $(0,1)$ transfers integrability to $w^{s-3}$, and Mathlib's criterion for powers gives $s>2$. In the second, `hG` supplies the two Gamma-type integrals, and `Integrable.mono'` performs the domination.

```lean
/-- At positive temperature the total dephasing weight of the bath is finite exactly when the
spectral exponent exceeds two. -/
theorem dephasingWeight_integrable_iff (s : ℝ) {W T : ℝ} (hW : 0 < W) (hT : 0 < T) :
    IntegrableOn (dephasingWeight s W T) (Ioi 0) ↔ 2 < s := by
  have h3 : ∀ w : ℝ, 0 < w → w ^ (s - 3) = w ^ (s - 2) / w := fun w hw => by
    rw [show s - 3 = s - 2 - 1 by ring, Real.rpow_sub hw, Real.rpow_one]
  constructor
  · -- near zero frequency the weight dominates a multiple of `w ^ (s - 3)`
    intro h
    have hI := h.mono_set (Ioo_subset_Ioi_self : Ioo (0 : ℝ) 1 ⊆ Ioi 0)
    have hc : 0 < 2 * T * Real.exp (-(1 / W + 1 / (2 * T))) := by positivity
    have hp : IntegrableOn (fun w : ℝ => w ^ (s - 3)) (Ioo 0 1) := by
      refine Integrable.mono' (Integrable.const_mul hI
        (2 * T * Real.exp (-(1 / W + 1 / (2 * T))))⁻¹)
        (measurable_id.pow_const (s - 3)).aestronglyMeasurable
        ((ae_restrict_iff' measurableSet_Ioo).2 (ae_of_all _ fun w hw => ?_))
      have hw0 : 0 < w := hw.1
      have hw1 : w ≤ 1 := hw.2.le
      rw [Real.norm_of_nonneg (Real.rpow_nonneg hw0.le _), le_inv_mul_iff₀ hc,
        dephasingWeight_eq s W T hw0]
      have hexp : Real.exp (-(1 / W + 1 / (2 * T))) ≤
          Real.exp (-w / W) * Real.exp (-(w / (2 * T))) := by
        rw [← Real.exp_add]
        apply Real.exp_le_exp.2
        have a1 : w / W ≤ 1 / W := by gcongr
        have a2 : w / (2 * T) ≤ 1 / (2 * T) := by gcongr
        rw [neg_div]
        linarith
      calc 2 * T * Real.exp (-(1 / W + 1 / (2 * T))) * w ^ (s - 3)
          = w ^ (s - 2) * (2 * T / w) * Real.exp (-(1 / W + 1 / (2 * T))) := by
            rw [h3 w hw0]
            ring
        _ ≤ w ^ (s - 2) * (2 * T / w) *
            (Real.exp (-w / W) * Real.exp (-(w / (2 * T)))) :=
            mul_le_mul_of_nonneg_left hexp (by positivity)
        _ = w ^ (s - 2) * Real.exp (-w / W) *
            (Real.exp (-(w / (2 * T))) / (w / (2 * T))) := by
            rw [div_div_eq_mul_div]
            ring
        _ ≤ w ^ (s - 2) * Real.exp (-w / W) * thermalFactor T w :=
            mul_le_mul_of_nonneg_left (coth_bounds (by positivity)).1 (by positivity)
    have := (intervalIntegral.integrableOn_Ioo_rpow_iff one_pos).1 hp
    linarith
  · -- the bound `coth x ≤ 1 + 1 / x` leaves two integrals of Gamma type
    intro h
    have hG : ∀ a : ℝ, -1 < a →
        IntegrableOn (fun w : ℝ => w ^ a * Real.exp (-w / W)) (Ioi 0) := fun a ha => by
      have h0 := integrableOn_rpow_mul_exp_neg_mul_rpow (p := 1) (b := 1 / W) ha
        (by norm_num) (by positivity)
      refine h0.congr_fun (fun x _ => ?_) measurableSet_Ioi
      simp only [Real.rpow_one]
      rw [show -(1 / W) * x = -x / W by ring]
    have hm : Measurable (dephasingWeight s W T) := by
      have hd : Measurable (fun w : ℝ => w / (2 * T)) := measurable_id.div_const _
      exact (((measurable_id.pow_const s).mul
        (Real.measurable_exp.comp (measurable_id.neg.div_const W))).div
        (measurable_id.pow_const 2)).mul
        ((Real.continuous_cosh.measurable.comp hd).div
          (Real.continuous_sinh.measurable.comp hd))
    refine Integrable.mono' (Integrable.add (hG (s - 2) (by linarith))
      (Integrable.const_mul (hG (s - 3) (by linarith)) (2 * T))) hm.aestronglyMeasurable
      ((ae_restrict_iff' measurableSet_Ioi).2 (ae_of_all _ fun w hw => ?_))
    have hw0 : 0 < w := hw
    rw [Real.norm_of_nonneg (dephasingWeight_pos s W hT hw0).le, dephasingWeight_eq s W T hw0]
    calc w ^ (s - 2) * Real.exp (-w / W) * thermalFactor T w
        ≤ w ^ (s - 2) * Real.exp (-w / W) * (1 + 1 / (w / (2 * T))) :=
          mul_le_mul_of_nonneg_left (coth_bounds (by positivity)).2 (by positivity)
      _ = w ^ (s - 2) * Real.exp (-w / W) + 2 * T * (w ^ (s - 3) * Real.exp (-w / W)) := by
          rw [h3 w hw0, one_div_div]
          ring
```

**Q:** Does Lean use your step functions for the cosine integral?

**A:** It calls Mathlib's Riemann–Lebesgue lemma for the Fourier transform on the whole line. The function is extended by zero to $w\le0$, the Fourier variable is set to $t/2\pi$ to match Mathlib's convention, and the real part gives the cosine.

```lean
/-- Riemann-Lebesgue lemma for cosines: if `f` is integrable on the positive half-line, then the
integral of `f w * cos (w * t)` over `w > 0` tends to zero as `t` tends to infinity. -/
theorem riemann_lebesgue_cos {f : ℝ → ℝ} (hf : IntegrableOn f (Ioi 0)) :
    Tendsto (fun t : ℝ => ∫ w in Ioi (0 : ℝ), f w * Real.cos (w * t)) atTop (𝓝 0) := by
  have hdiv : Tendsto (fun t : ℝ => t / (2 * Real.pi)) atTop (cocompact ℝ) :=
    (tendsto_id.atTop_div_const (by positivity)).mono_right atTop_le_cocompact
  have h := (Real.tendsto_integral_exp_smul_cocompact
    ((Ioi (0 : ℝ)).indicator (fun w => (f w : ℂ)))).comp hdiv
  have hre := (Complex.continuous_re.tendsto 0).comp h
  rw [Complex.zero_re] at hre
  refine hre.congr (fun t => ?_)
  simp only [Function.comp_apply]
  have key : (∫ v : ℝ, Real.fourierChar (-(v * (t / (2 * Real.pi)))) •
      (Ioi (0 : ℝ)).indicator (fun w => (f w : ℂ)) v) =
      ∫ v in Ioi (0 : ℝ), Complex.exp (((-(v * t) : ℝ) : ℂ) * Complex.I) * (f v : ℂ) := by
    rw [← integral_indicator measurableSet_Ioi]
    congr 1
    funext v
    by_cases hv : v ∈ Ioi (0 : ℝ)
    · rw [indicator_of_mem hv, indicator_of_mem hv, Circle.smul_def, Real.fourierChar_apply,
        smul_eq_mul, show 2 * Real.pi * (-(v * (t / (2 * Real.pi)))) = -(v * t) by field_simp]
    · rw [indicator_of_notMem hv, indicator_of_notMem hv, smul_zero]
  have hfc : Integrable (fun v => (f v : ℂ)) (volume.restrict (Ioi (0 : ℝ))) :=
    Integrable.ofReal hf
  have hint : Integrable (fun v : ℝ =>
      Complex.exp (((-(v * t) : ℝ) : ℂ) * Complex.I) * (f v : ℂ))
      (volume.restrict (Ioi (0 : ℝ))) := by
    refine Integrable.mono hfc ((Continuous.aestronglyMeasurable (by fun_prop)).mul
      hfc.aestronglyMeasurable) (ae_of_all _ fun v => le_of_eq ?_)
    rw [norm_mul, Complex.norm_exp_ofReal_mul_I, one_mul]
  rw [key]
  -- the real part of the Fourier integral is the cosine integral
  refine (Complex.reCLM.integral_comp_comm hint).symm.trans ?_
  congr 1
  funext v
  change (Complex.exp (((-(v * t) : ℝ) : ℂ) * Complex.I) * (f v : ℂ)).re = _
  rw [Complex.re_mul_ofReal, Complex.exp_ofReal_mul_I_re, Real.cos_neg, mul_comm]
```

Saturation for all $s>2$ is then the splitting of $1-\cos wt$. The step `integral_sub` requires both parts to be integrable; for the cosine part this follows from $|\cos|\le1$.

```lean
/-- For spectral exponent `s > 2` and positive temperature, the decoherence function tends at
long times to the total dephasing weight of the bath. -/
theorem decoherence_saturates {s W T : ℝ} (hs : 2 < s) (hW : 0 < W) (hT : 0 < T) :
    Tendsto (decoherence s W T) atTop
      (𝓝 (∫ w in Ioi (0 : ℝ), dephasingWeight s W T w)) := by
  have hg := (dephasingWeight_integrable_iff s hW hT).2 hs
  have h := (tendsto_const_nhds (x := ∫ w in Ioi (0 : ℝ), dephasingWeight s W T w)).sub
    (riemann_lebesgue_cos hg)
  rw [sub_zero] at h
  refine h.congr (fun t => ?_)
  have hcos : Integrable (fun w => dephasingWeight s W T w * Real.cos (w * t))
      (volume.restrict (Ioi (0 : ℝ))) := by
    refine Integrable.mono hg (hg.aestronglyMeasurable.mul
      (Continuous.aestronglyMeasurable (by fun_prop))) (ae_of_all _ fun w => ?_)
    rw [norm_mul]
    exact mul_le_of_le_one_right (norm_nonneg _) (Real.abs_cos_le_one _)
  unfold decoherence
  rw [← integral_sub hg hcos]
  congr 1
  funext w
  ring
```

The cubic case sets $s=3$ and rewrites the weight as $w\,e^{-w/W}\coth(w/2T)$.

```lean
/-- Cubic super-Ohmic bath: at every positive temperature the weight
`w * exp (-w / W) * coth (w / (2 T))` is integrable, and the dephasing integral tends to its
integral at long times. -/
theorem cubic_dephasing_saturates {W T : ℝ} (hW : 0 < W) (hT : 0 < T) :
    IntegrableOn (fun w => w * Real.exp (-w / W) * thermalFactor T w) (Ioi 0) ∧
    Tendsto (fun t : ℝ => ∫ w in Ioi (0 : ℝ),
        w * Real.exp (-w / W) * thermalFactor T w * (1 - Real.cos (w * t))) atTop
      (𝓝 (∫ w in Ioi (0 : ℝ), w * Real.exp (-w / W) * thermalFactor T w)) := by
  have e : ∀ w ∈ Ioi (0 : ℝ),
      dephasingWeight 3 W T w = w * Real.exp (-w / W) * thermalFactor T w := fun w hw => by
    rw [dephasingWeight_eq 3 W T hw, show (3 : ℝ) - 2 = 1 by norm_num, Real.rpow_one]
  have h3 : (2 : ℝ) < 3 := by norm_num
  refine ⟨((dephasingWeight_integrable_iff 3 hW hT).2 h3).congr_fun e measurableSet_Ioi, ?_⟩
  rw [← setIntegral_congr_fun measurableSet_Ioi e]
  refine (decoherence_saturates h3 hW hT).congr (fun t => ?_)
  refine setIntegral_congr_fun measurableSet_Ioi (fun w hw => ?_)
  simp only [e w hw]
```

**Q:** So how much coherence survives?

**A:** With $C$ the integral of the weight, the coherence tends to $e^{-C}$ by continuity of the exponential. The weight is positive at every $w>0$, so $0<C<\infty$ and $0<e^{-C}<1$. For simulations of this pure-dephasing model with a continuous bath, $e^{-C}$ is a long-time value to compare against.

```lean
/-- For spectral exponent `s > 2` and positive temperature, the coherence of the spin tends at
long times to a value strictly between zero and one. -/
theorem coherence_survives {s W T : ℝ} (hs : 2 < s) (hW : 0 < W) (hT : 0 < T) :
    Tendsto (coherence s W T) atTop
      (𝓝 (Real.exp (-∫ w in Ioi (0 : ℝ), dephasingWeight s W T w))) ∧
    Real.exp (-∫ w in Ioi (0 : ℝ), dephasingWeight s W T w) ∈ Ioo (0 : ℝ) 1 := by
  refine ⟨(Real.continuous_exp.tendsto _).comp (decoherence_saturates hs hW hT).neg,
    Real.exp_pos _, ?_⟩
  have hpos : 0 < ∫ w in Ioi (0 : ℝ), dephasingWeight s W T w := by
    rw [setIntegral_pos_iff_support_of_nonneg_ae
      ((ae_restrict_iff' measurableSet_Ioi).2
        (ae_of_all _ fun w hw => (dephasingWeight_pos s W hT hw).le))
      ((dephasingWeight_integrable_iff s hW hT).2 hs)]
    -- every positive frequency contributes
    have hsub : Ioi (0 : ℝ) ⊆ Function.support (dephasingWeight s W T) :=
      fun w hw => (dephasingWeight_pos s W hT hw).ne'
    rw [inter_eq_right.2 hsub, Real.volume_Ioi]
    exact ENNReal.zero_lt_top
  exact Real.exp_lt_one_iff.2 (by linarith)

end

end SuperOhmicDephasing
```

```lean
#print axioms SuperOhmicDephasing.cubic_dephasing_saturates
-- 'SuperOhmicDephasing.cubic_dephasing_saturates' depends on axioms: [propext, Classical.choice, Quot.sound]
#print axioms SuperOhmicDephasing.coherence_survives
-- 'SuperOhmicDephasing.coherence_survives' depends on axioms: [propext, Classical.choice, Quot.sound]
```

**Q:** Does the argument also cover zero temperature?

**A:** Yes, with a weaker condition on the exponent, although the file itself treats only $T>0$. At $T=0$ the thermal factor is replaced by $1$, and the weight $w^{s-2}e^{-w/W}$ is integrable exactly when $s>1$. The same splitting then gives saturation for every $s>1$. For the cubic bath the limit is $\int_0^\infty w\,e^{-w/W}\,dw=W^2$, so with the unit coupling strength used here the coherence, relative to its initial value, tends to $e^{-W^2}$.
